# A unitary on $\mathbb{C}^n$ carries one finite family of vectors to another exactly when their overlaps agree

## Vectors, not rays

A state is represented here by a vector of amplitudes in a fixed orthonormal basis, not by a ray. "$U$ carries $x$ to $y$" therefore means $Ux=y$ exactly, including the phase. Vectors may have any norm, and a family may be linearly dependent or contain repetitions. The overlap of two vectors is

$$\langle v,w\rangle=\sum_a \overline{v_a}\,w_a ,$$

conjugate-linear in the first argument.

Given finite families $x_i$ and $y_i$ with the same index set, the question is whether a single unitary achieves $Ux_i=y_i$ for every $i$. It does if and only if

$$\langle x_i,x_j\rangle=\langle y_i,y_j\rangle\quad\text{for all } i,j .$$

In electronic structure with a finite orthonormal one-particle basis, this decides when a unitary of the whole one-particle space takes one list of orbitals to another, orbital by orbital: exactly when the two lists have the same overlap matrix. Two orthonormal lists of equal length always qualify, even if they span different subspaces.

## From equal overlaps to a unitary

If $U$ exists, then $\langle y_i,y_j\rangle=\langle Ux_i,Ux_j\rangle=\langle x_i,U^\dagger Ux_j\rangle=\langle x_i,x_j\rangle$.

Conversely, suppose that the overlaps agree. For any coefficients $c_i$,

$$\Big\|\sum_i c_ix_i\Big\|^2=\sum_{i,j}\overline{c_i}c_j\langle x_i,x_j\rangle=\sum_{i,j}\overline{c_i}c_j\langle y_i,y_j\rangle=\Big\|\sum_i c_iy_i\Big\|^2 .$$

Define $L\big(\sum_i c_ix_i\big)=\sum_i c_iy_i$ on the span $V$ of the $x_i$. If two coefficient lists $c$ and $d$ give the same vector, then $\sum_i(c_i-d_i)x_i=0$. By the norm identity $\sum_i(c_i-d_i)y_i=0$ too, so $L$ is well defined. It is linear and preserves norms.

The image $W=L(V)$ has the same dimension as $V$, so $V^\perp$ and $W^\perp$ also have equal dimensions. Sending an orthonormal basis of $V^\perp$ to one of $W^\perp$ extends $L$ to a norm-preserving map $U$ of the whole space. By polarisation $U$ preserves overlaps. With basis vectors $e_a$,

$$(U^\dagger U)_{ab}=\langle Ue_a,Ue_b\rangle=\langle e_a,e_b\rangle=\delta_{ab},$$

and a square matrix with $U^\dagger U=1$ is unitary.

## Two states and a free phase

For pairs, allow a phase on the second target: $Ux_1=y_1$ and $Ux_2=\theta y_2$ with $|\theta|=1$. Such $U$ and $\theta$ exist exactly when

$$\|x_1\|=\|y_1\|,\quad \|x_2\|=\|y_2\|,\quad |\langle x_1,x_2\rangle|=|\langle y_1,y_2\rangle| .$$

For necessity, $U$ preserves norms and $|\theta|=1$, which gives the two norm conditions; $\langle x_1,x_2\rangle=\langle Ux_1,Ux_2\rangle=\theta\langle y_1,y_2\rangle$ gives the third. For sufficiency, take $\theta=\langle x_1,x_2\rangle/\langle y_1,y_2\rangle$, or $\theta=1$ if both overlaps vanish. The families $(x_1,x_2)$ and $(y_1,\theta y_2)$ then have equal overlaps: the diagonal ones because $|\theta|=1$, one off-diagonal one by the choice of $\theta$, and the other by conjugation.

## Copying onto a blank state

Let $e$ be a blank state with $\langle e,e\rangle=1$. Since $\langle v\otimes w,v'\otimes w'\rangle=\langle v,v'\rangle\langle w,w'\rangle$, the criterion for $x_i\otimes e\mapsto x_i\otimes x_i$ reads $g=g^2$ with $g=\langle x_i,x_j\rangle$. Hence a copying unitary exists if and only if every overlap is 0 or 1. The case $i=j$ is included, so each $x_i$ is normalised or zero. If two normalised members have overlap 1, then $\|x_i-x_j\|^2=1+1-1-1=0$ and they coincide; distinct normalised members must be orthogonal.

This is a no-cloning statement for pure states and a unitary acting on the two copies alone. It includes neither an auxiliary machine nor state-dependent phases in the output.

The normalisation of $e$ matters already in $\mathbb{C}^1$. Take $e=2$. For $x=1$ the overlap $\langle x,x\rangle$ is 1, but no unitary sends $x\otimes e=2$ to $x\otimes x=1$. For $x=2$ the identity copies $x$, although $\langle x,x\rangle=4$. Both directions fail.

## Reading the Lean statements

The finite type `n` labels the basis, and `x : ι → n → ℂ` is a family of vectors labelled by the finite type `ι`. The function `overlap` is the sum above, `U *ᵥ x i` is the matrix acting on a state, and `unitaryGroup n ℂ` contains the unitary matrices. The main theorem, `exists_unitary_iff_overlap_eq`, assumes only that the two index types are finite and that `n` has decidable equality, which classical logic always supplies.

In `exists_unitary_pair_iff` the norm conditions appear as equalities of `overlap x₁ x₁` with `overlap y₁ y₁`, and likewise for the second pair. A product state is a function on `n × n`, and the hypothesis `he` in `exists_cloning_unitary_iff` says that the blank is normalised.

```lean
import Mathlib

open Matrix

namespace StateTransformation

noncomputable section

variable {n ι : Type*} [Fintype n]

/-- The overlap `⟨v, w⟩` of two state vectors, conjugate-linear in the first. -/
def overlap (v w : n → ℂ) : ℂ := star v ⬝ᵥ w

/-- The product state `v ⊗ w` of two copies of a system. -/
def product (v w : n → ℂ) (p : n × n) : ℂ := v p.1 * w p.2

/-- The overlap is the inner product of the Euclidean space of state vectors. -/
theorem overlap_eq_inner (v w : n → ℂ) :
    overlap v w = inner ℂ (WithLp.toLp 2 v) (WithLp.toLp 2 w) := by
  rw [EuclideanSpace.inner_eq_star_dotProduct]
  exact dotProduct_comm _ _

/-- Overlaps of product states multiply. -/
theorem overlap_product (v w v' w' : n → ℂ) :
    overlap (product v w) (product v' w') = overlap v v' * overlap w w' := by
  simp only [overlap, product, dotProduct, Pi.star_apply, star_mul',
    Fintype.sum_prod_type, Finset.sum_mul_sum]
  exact Finset.sum_congr rfl fun _ _ => Finset.sum_congr rfl fun _ _ => by ring

/-- In a finite-dimensional complex inner product space, two finite families with the same
inner products are related by a linear isometry of the whole space. -/
theorem exists_isometry_of_inner_eq [Fintype ι] {E : Type*} [NormedAddCommGroup E]
    [InnerProductSpace ℂ E] [FiniteDimensional ℂ E] (x y : ι → E)
    (h : ∀ i j, inner ℂ (x i) (x j) = inner ℂ (y i) (y j)) :
    ∃ T : E →ₗᵢ[ℂ] E, ∀ i, T (x i) = y i := by
  classical
  let A := Fintype.linearCombination ℂ x
  let B := Fintype.linearCombination ℂ y
  -- superpositions with the same coefficients have the same norm
  have hn : ∀ c, ‖A c‖ = ‖B c‖ := by
    intro c
    have e : inner ℂ (A c) (A c) = inner ℂ (B c) (B c) := by
      simp only [A, B, Fintype.linearCombination_apply, sum_inner, inner_sum,
        inner_smul_left, inner_smul_right, h]
    rw [norm_eq_sqrt_re_inner (𝕜 := ℂ) (A c), norm_eq_sqrt_re_inner (𝕜 := ℂ) (B c), e]
  -- choose coefficients for each vector in the span and transfer them to the `y i`
  obtain ⟨g, hg⟩ :=
    A.rangeRestrict.exists_rightInverse_of_surjective A.range_rangeRestrict
  have hAg : ∀ s : LinearMap.range A, A (g s) = (s : E) := fun s =>
    congrArg Subtype.val (LinearMap.congr_fun hg s)
  let L : LinearMap.range A →ₗᵢ[ℂ] E := ⟨B ∘ₗ g, fun s => by
    change ‖B (g s)‖ = ‖(s : E)‖
    rw [← hn, hAg]⟩
  -- extend the isometry from the span to the whole space
  refine ⟨L.extend, fun i => ?_⟩
  have hx : A (Pi.single i 1) = x i := by
    simp [A, Fintype.linearCombination_apply_single]
  have hy : B (Pi.single i 1) = y i := by
    simp [B, Fintype.linearCombination_apply_single]
  let s : LinearMap.range A := ⟨x i, Pi.single i 1, hx⟩
  have h0 : B (g s - Pi.single i 1) = 0 := by
    rw [← norm_eq_zero, ← hn, map_sub, hAg, hx]
    simp [s]
  rw [map_sub, hy, sub_eq_zero] at h0
  exact (L.extend_apply s).trans h0

variable [DecidableEq n]

/-- A unitary matrix preserves all overlaps. -/
theorem overlap_mulVec {U : Matrix n n ℂ} (hU : U ∈ unitaryGroup n ℂ) (v w : n → ℂ) :
    overlap (U *ᵥ v) (U *ᵥ w) = overlap v w := by
  have h : Uᴴ * U = 1 := mem_unitaryGroup_iff'.mp hU
  rw [overlap, star_mulVec, dotProduct_mulVec, vecMul_vecMul, h, vecMul_one, overlap]

/-- A matrix that preserves all overlaps is unitary. -/
theorem mem_unitaryGroup_of_overlap (U : Matrix n n ℂ)
    (h : ∀ v w, overlap (U *ᵥ v) (U *ᵥ w) = overlap v w) : U ∈ unitaryGroup n ℂ := by
  refine mem_unitaryGroup_iff'.mpr ?_
  ext a b
  -- matrix elements of `U† U` are overlaps of transformed basis states
  have key : (star U * U) a b =
      overlap (U *ᵥ Pi.single a 1) (U *ᵥ Pi.single b 1) := by
    simp [overlap, Matrix.mul_apply, dotProduct, Matrix.star_apply]
  rw [key, h]
  by_cases hab : a = b
  · subst hab
    simp [overlap]
  · simp [overlap, hab, Ne.symm hab]

/-- State transformation criterion: some unitary matrix carries every `x i` to `y i` if and
only if the two families have the same overlaps. -/
theorem exists_unitary_iff_overlap_eq [Fintype ι] (x y : ι → n → ℂ) :
    (∃ U ∈ unitaryGroup n ℂ, ∀ i, U *ᵥ x i = y i) ↔
      ∀ i j, overlap (x i) (x j) = overlap (y i) (y j) := by
  constructor
  · rintro ⟨U, hU, hxy⟩ i j
    rw [← hxy i, ← hxy j, overlap_mulVec hU]
  · intro h
    obtain ⟨T, hT⟩ := exists_isometry_of_inner_eq
      (fun i => WithLp.toLp 2 (x i)) (fun i => WithLp.toLp 2 (y i))
      (fun i j => by simpa only [overlap_eq_inner] using h i j)
    -- the matrix of the isometry is the required unitary
    let f : (n → ℂ) →ₗ[ℂ] (n → ℂ) :=
      { toFun := fun v => (T (WithLp.toLp 2 v)).ofLp
        map_add' := by intro v w; simp
        map_smul' := by intro c v; simp }
    have hf : ∀ v, LinearMap.toMatrix' f *ᵥ v = (T (WithLp.toLp 2 v)).ofLp := fun v => by
      rw [← Matrix.toLin'_apply, Matrix.toLin'_toMatrix']
      rfl
    refine ⟨LinearMap.toMatrix' f, mem_unitaryGroup_of_overlap _ (fun v w => ?_),
      fun i => (hf _).trans (congrArg WithLp.ofLp (hT i))⟩
    rw [hf, hf, overlap_eq_inner, overlap_eq_inner]
    exact T.inner_map_map _ _

/-- Two states can be carried unitarily to two others, up to a phase on the second, if and
only if the squared norms and the modulus of the overlap agree. -/
theorem exists_unitary_pair_iff (x₁ x₂ y₁ y₂ : n → ℂ) :
    (∃ U ∈ unitaryGroup n ℂ, ∃ θ : ℂ, ‖θ‖ = 1 ∧ U *ᵥ x₁ = y₁ ∧ U *ᵥ x₂ = θ • y₂) ↔
      overlap x₁ x₁ = overlap y₁ y₁ ∧ overlap x₂ x₂ = overlap y₂ y₂ ∧
        ‖overlap x₁ x₂‖ = ‖overlap y₁ y₂‖ := by
  have sl : ∀ (c : ℂ) (v w : n → ℂ), overlap (c • v) w = star c * overlap v w := by
    intro c v w; simp [overlap]
  have sr : ∀ (c : ℂ) (v w : n → ℂ), overlap v (c • w) = c * overlap v w := by
    intro c v w; simp [overlap]
  have st : ∀ v w : n → ℂ, star (overlap v w) = overlap w v := by
    intro v w
    rw [overlap_eq_inner, overlap_eq_inner]
    exact inner_conj_symm _ _
  have ph : ∀ θ : ℂ, ‖θ‖ = 1 → overlap (θ • y₂) (θ • y₂) = overlap y₂ y₂ := by
    intro θ hθ
    have hs : star θ * θ = 1 := by
      have := Complex.conj_mul' θ
      rw [hθ] at this
      simpa using this
    rw [sl, sr, ← mul_assoc, hs, one_mul]
  constructor
  · rintro ⟨U, hU, θ, hθ, h1, h2⟩
    refine ⟨by rw [← h1, overlap_mulVec hU], ?_, ?_⟩
    · rw [← overlap_mulVec hU x₂ x₂, h2, ph θ hθ]
    · rw [← overlap_mulVec hU x₁ x₂, h1, h2, sr, norm_mul, hθ, one_mul]
  · rintro ⟨h1, h2, h3⟩
    -- the phase compensates the difference in argument of the two overlaps
    obtain ⟨θ, hθ, h⟩ : ∃ θ : ℂ, ‖θ‖ = 1 ∧ overlap x₁ x₂ = θ * overlap y₁ y₂ := by
      by_cases hb : overlap y₁ y₂ = 0
      · rw [hb, norm_zero, norm_eq_zero] at h3
        exact ⟨1, by simp, by rw [h3, hb, mul_zero]⟩
      · exact ⟨overlap x₁ x₂ / overlap y₁ y₂,
          by rw [norm_div, h3, div_self (norm_ne_zero_iff.mpr hb)],
          (div_mul_cancel₀ _ hb).symm⟩
    have h' : overlap x₂ x₁ = overlap (θ • y₂) y₁ := by
      rw [← st x₁ x₂, h, sl, ← st y₁ y₂, star_mul']
    have hG : ∀ i j : Fin 2, overlap (![x₁, x₂] i) (![x₁, x₂] j) =
        overlap (![y₁, θ • y₂] i) (![y₁, θ • y₂] j) := by
      intro i j
      fin_cases i <;> fin_cases j
      · exact h1
      · exact h.trans (sr θ y₁ y₂).symm
      · exact h'
      · exact h2.trans (ph θ hθ).symm
    obtain ⟨U, hU, hxy⟩ := (exists_unitary_iff_overlap_eq _ _).mpr hG
    exact ⟨U, hU, θ, hθ, hxy 0, hxy 1⟩

/-- Cloning criterion: with a normalised blank state `e`, one unitary copies every `x i` onto
the blank if and only if each overlap within the family is 0 or 1. -/
theorem exists_cloning_unitary_iff [Fintype ι] (x : ι → n → ℂ) (e : n → ℂ)
    (he : overlap e e = 1) :
    (∃ U ∈ unitaryGroup (n × n) ℂ, ∀ i, U *ᵥ product (x i) e = product (x i) (x i)) ↔
      ∀ i j, overlap (x i) (x j) = 0 ∨ overlap (x i) (x j) = 1 := by
  refine (exists_unitary_iff_overlap_eq
    (fun i => product (x i) e) (fun i => product (x i) (x i))).trans ?_
  simp only [overlap_product, he, mul_one]
  refine forall_congr' fun i => forall_congr' fun j => ?_
  -- the overlap must equal its own square
  constructor
  · intro h
    have h0 : overlap (x i) (x j) * (overlap (x i) (x j) - 1) = 0 := by
      linear_combination -h
    exact (mul_eq_zero.mp h0).imp id sub_eq_zero.mp
  · rintro (h | h) <;> simp [h]

end

end StateTransformation
```

```lean
#print axioms StateTransformation.exists_unitary_iff_overlap_eq
-- 'StateTransformation.exists_unitary_iff_overlap_eq' depends on axioms: [propext, Classical.choice, Quot.sound]
#print axioms StateTransformation.exists_unitary_pair_iff
-- 'StateTransformation.exists_unitary_pair_iff' depends on axioms: [propext, Classical.choice, Quot.sound]
#print axioms StateTransformation.exists_cloning_unitary_iff
-- 'StateTransformation.exists_cloning_unitary_iff' depends on axioms: [propext, Classical.choice, Quot.sound]
```

## How the proof follows the derivation

`overlap_eq_inner` identifies the explicit sum with the inner product of Mathlib's Euclidean space; `WithLp.toLp 2` moves a vector there and `ofLp` moves it back.

The central lemma is `exists_isometry_of_inner_eq`. Its maps `A` and `B` send coefficients $c$ to $\sum_i c_ix_i$ and $\sum_i c_iy_i$, and `hn` is the norm identity. The map `g` linearly chooses coefficients for each vector in the span, so `L` is `B ∘ₗ g`. The choice may not return the obvious coefficients for $x_i$. The step `h0` shows that this is harmless: the difference is sent to zero by `A`, hence by `B`. This is the well-definedness argument. `L.extend` supplies the extension through the orthogonal complements.

`overlap_mulVec` gives the forward direction of the criterion. For the converse, the main theorem takes the matrix of the extended isometry, and `mem_unitaryGroup_of_overlap` proves it unitary by computing the entries of $U^\dagger U$ on basis vectors.

In the pair theorem, `sl` and `sr` pull scalars out of overlaps, `st` is conjugate symmetry, and `ph` removes the phase from a squared norm. After the case split that selects $\theta$, `fin_cases` checks the four overlaps in `hG`.

The cloning theorem applies the main criterion on `n × n`. `overlap_product` and `he` reduce it to $g=g^2$, which is then factored as $g(g-1)=0$.
